# For an affine map with ‖J‖ ≤ K, an optimal undamped Anderson step multiplies the residual norm by at most K

## Can large mixing coefficients spoil an SCF step?

Let $F(x)=Jx+b$ be my self-consistency map close to the solution, where it is nearly affine, and let $r(x)=F(x)-x$ be the residual. Plain iteration $x\mapsto F(x)$ turns $r$ into $Jr$, so with $\|J\|\le K$ each cycle multiplies the residual norm by at most $K$. Anderson mixing instead takes $\sum_i c_iF(x_i)$ over several old iterates, with $\sum_i c_i=1$ and the $c_i$ chosen to make $\|\sum_i c_i r(x_i)\|$ as small as possible. Some of my coefficients come out negative, and some are much larger than one. The minimization looks only at old residuals, so what stops the residual at the new point from being far worse than $K$ times the current one?

## The new residual is J applied to the minimized one

Let $E$ be a real or complex normed space, $J$ a bounded linear map on it with $\|J\|\le K$, and $s$ a finite set of labels for the stored iterates $x_i$. Write $R=\sum_{i\in s}c_i\,r(x_i)$ for the combined residual. With a damping parameter $\beta$ the mixing step is

$$x_+=\sum_{i\in s}c_i\bigl(x_i+\beta\,r(x_i)\bigr),$$

and $\beta=1$ gives your step, because $x_i+r(x_i)=F(x_i)$.

For an exactly affine map and in exact arithmetic, the size of the coefficients does no harm to the residual. They enter the new residual only through $R$, and $R$ is no longer than the current residual as long as the current iterate belongs to the history.

**Mixing commutes with the residual.** Put $y=\sum_i c_ix_i$. Since the coefficients sum to one, $b=\sum_i c_ib$, and so

$$r(y)=J\sum_i c_ix_i+b-\sum_i c_ix_i=\sum_i c_i(Jx_i+b-x_i)=R.$$

**The step acts on $R$ alone.** We have $x_+=y+\beta R$, hence

$$r(x_+)=Jy+b-y+\beta JR-\beta R=(1-\beta)R+\beta JR.$$

**The minimum is at most the current residual.** If $k\in s$, the choice $d_k=1$ and $d_i=0$ for $i\ne k$ is admissible and gives the combined residual $r(x_k)$. Therefore $\|R\|\le\|r(x_k)\|$.

**The bound.** The triangle inequality and $\|JR\|\le K\|R\|$ give

$$\|r(x_+)\|\le(|1-\beta|+|\beta|K)\,\|r(x_k)\|,$$

which for $\beta=1$ is $\|r(x_+)\|\le K\|r(x_k)\|$.

This matches the guarantee for plain iteration, but it does not say that every Anderson step beats the plain step from the same point. Take $J=\mathrm{diag}(\tfrac12,0)$ on the Euclidean plane, with current residual $(0,1)$ and one older residual $(1,0)$. The plain step gives residual zero, while the optimal mixture has $R=(\tfrac12,\tfrac12)$ and gives $(\tfrac14,0)$, which is still within the bound.

### Many steps, and the distance to the solution

If all steps are undamped with optimal coefficients and the history at step $n$ always contains $x_n$, induction gives $\|r(x_n)\|\le K^n\|r(x_0)\|$. Now let $K<1$ and let $z=F(z)$ be a fixed point. With $e=x_n-z$ we get $r(x_n)=Je-e$, that is, $e=Je-r(x_n)$. Hence $\|e\|\le K\|e\|+\|r(x_n)\|$, and

$$\|x_n-z\|\le\frac{K^n}{1-K}\,\|r(x_0)\|.$$

### A history that gains nothing

The factor can be attained. In an inner product space take $J=\kappa\,1$ and $b=0$, so that $r(y)=(\kappa-1)y$, and let the history be $x_0=u+v$, $x_1=u$ with $u\perp v$. Weights $d_0$ and $d_1=1-d_0$ give the combined residual $(\kappa-1)(u+d_0v)$. By Pythagoras $\|u+d_0v\|^2=\|u\|^2+|d_0|^2\|v\|^2\ge\|u\|^2$, so the weights $(0,1)$ are optimal. The step lands on $\kappa u$, whose residual norm is $|\kappa|\,\|r(u)\|$. For $u\neq0$ and $\kappa\ne1$ the residual $r(u)$ is nonzero, so no factor below $|\kappa|=\|J\|$ would do for arbitrary histories. This history is chosen by hand. An undamped Anderson run started at $x_0$ would have $x_1=\kappa x_0$ instead, and its next optimal step, with both iterates in the history, would reach the fixed point $0$.

### What the Lean statements assume

`scfMap J b` is $F$ and `residual J b` is $r$. The type `E →L[𝕜] E` contains the continuous linear maps, and `𝕜` is $\mathbb R$ or $\mathbb C$. Neither finite dimension nor completeness is required of `E`. In a density-mixing calculation the iterates would be densities, and $J$ the response of the output density to the input density. The space `E` also contains functions that are not densities, and the theorems don't exclude that a mixture with negative coefficients is negative somewhere. The constant `K` then limits how strongly one cycle can amplify an input error. The step bound also holds for $K\ge1$, and for $K>1$ it permits growth; only the error bound assumes `K < 1`.

The history is a finite set `s : Finset ι` with iterates `x : ι → E`, and only the values of `c` on `s` matter. `IsOptimal` says that these coefficients sum to one and that no other such choice gives a smaller combined residual. Optimality is a hypothesis: the file doesn't construct a minimizer, and the minimizer need not be unique. The norm that is minimized is also the norm in which $J$ is bounded and the result is measured.

`anderson_step_bound` is the answer to your question. It holds for every `k ∈ s`, so the new residual is at most $K$ times the smallest one in the history. In `anderson_residual_decay` and `anderson_error_bound` all steps are undamped, and the history `s n` may change from step to step and may be truncated, as long as it contains `n`. The fixed point `z` is assumed to exist.

For SCF practice this describes the regime in which the map is affine and the coefficient problem is solved exactly. A nonlinear map adds terms of higher order to the new residual, and large coefficients can amplify these terms, so there the size of the coefficients can matter. Regularized coefficients need not satisfy `IsOptimal`. Pulay schemes that minimize a different error vector, such as a commutator of Fock and density matrices, need their own analysis.

```lean
import Mathlib

open scoped InnerProductSpace

namespace AndersonMixing

noncomputable section

variable {𝕜 E ι : Type*} [RCLike 𝕜] [NormedAddCommGroup E] [NormedSpace 𝕜 E]

/-- The affine self-consistency map `F(x) = J x + b`. -/
def scfMap (J : E →L[𝕜] E) (b x : E) : E := J x + b

/-- The residual `r(x) = F(x) - x`. -/
def residual (J : E →L[𝕜] E) (b x : E) : E := scfMap J b x - x

/-- The coefficients `c` on the history `s` sum to one, and among all coefficients that do so
they minimize the norm of the combined residual. -/
structure IsOptimal (J : E →L[𝕜] E) (b : E) (s : Finset ι) (x : ι → E) (c : ι → 𝕜) :
    Prop where
  sum_one : ∑ i ∈ s, c i = 1
  minimal : ∀ d : ι → 𝕜, ∑ i ∈ s, d i = 1 →
    ‖∑ i ∈ s, c i • residual J b (x i)‖ ≤ ‖∑ i ∈ s, d i • residual J b (x i)‖

/-- For coefficients that sum to one, the residual of the mixed iterate is the mixture of the
residuals. -/
theorem residual_mixture (J : E →L[𝕜] E) (b : E) (s : Finset ι) (x : ι → E) (c : ι → 𝕜)
    (hc : ∑ i ∈ s, c i = 1) :
    residual J b (∑ i ∈ s, c i • x i) = ∑ i ∈ s, c i • residual J b (x i) := by
  simp only [residual, scfMap, map_sum, map_smul, smul_sub, smul_add,
    Finset.sum_sub_distrib, Finset.sum_add_distrib, ← Finset.sum_smul, hc, one_smul]

/-- A mixing step with damping `β` and coefficients that sum to one turns the combined residual
`R` into the new residual `(1 - β) R + β J R`. -/
theorem residual_damped_step (J : E →L[𝕜] E) (b : E) (β : 𝕜) (s : Finset ι) (x : ι → E)
    (c : ι → 𝕜) (hc : ∑ i ∈ s, c i = 1) :
    residual J b (∑ i ∈ s, c i • (x i + β • residual J b (x i))) =
      (1 - β) • (∑ i ∈ s, c i • residual J b (x i)) +
        β • J (∑ i ∈ s, c i • residual J b (x i)) := by
  -- the identity for a single point
  have key : ∀ y : E, residual J b (y + β • residual J b y) =
      (1 - β) • residual J b y + β • J (residual J b y) := by
    intro y
    simp only [residual, scfMap, map_add, map_sub, map_smul]
    module
  -- the step starts from the mixed iterate and follows the combined residual
  have hstep : ∑ i ∈ s, c i • (x i + β • residual J b (x i)) =
      ∑ i ∈ s, c i • x i + β • ∑ i ∈ s, c i • residual J b (x i) := by
    rw [Finset.smul_sum, ← Finset.sum_add_distrib]
    refine Finset.sum_congr rfl fun i _ => ?_
    module
  rw [hstep, ← residual_mixture J b s x c hc, key]

/-- The optimal combined residual is no larger than the residual of any iterate in the
history. -/
theorem IsOptimal.norm_le {J : E →L[𝕜] E} {b : E} {s : Finset ι} {x : ι → E} {c : ι → 𝕜}
    (h : IsOptimal J b s x c) {k : ι} (hk : k ∈ s) :
    ‖∑ i ∈ s, c i • residual J b (x i)‖ ≤ ‖residual J b (x k)‖ := by
  classical
  -- compare with the choice that puts all weight on `x k`
  have := h.minimal (fun i => if i = k then 1 else 0) (by simp [hk])
  simpa [ite_smul, hk] using this

/-- If `‖J‖ ≤ K`, an optimal mixing step with damping `β` multiplies the residual norm of any
iterate in the history by at most `‖1 - β‖ + ‖β‖ K`. -/
theorem damped_step_bound {J : E →L[𝕜] E} {b : E} {K : ℝ} (hJ : ‖J‖ ≤ K) (β : 𝕜)
    {s : Finset ι} {x : ι → E} {c : ι → 𝕜} (h : IsOptimal J b s x c) {k : ι} (hk : k ∈ s) :
    ‖residual J b (∑ i ∈ s, c i • (x i + β • residual J b (x i)))‖ ≤
      (‖1 - β‖ + ‖β‖ * K) * ‖residual J b (x k)‖ := by
  have hK : 0 ≤ K := (norm_nonneg J).trans hJ
  rw [residual_damped_step J b β s x c h.sum_one]
  have hR := h.norm_le hk
  set R := ∑ i ∈ s, c i • residual J b (x i)
  calc ‖(1 - β) • R + β • J R‖ ≤ ‖(1 - β) • R‖ + ‖β • J R‖ := norm_add_le _ _
    _ = ‖1 - β‖ * ‖R‖ + ‖β‖ * ‖J R‖ := by rw [norm_smul, norm_smul]
    _ ≤ ‖1 - β‖ * ‖R‖ + ‖β‖ * (K * ‖R‖) := by
        gcongr
        exact J.le_of_opNorm_le hJ R
    _ = (‖1 - β‖ + ‖β‖ * K) * ‖R‖ := by ring
    _ ≤ (‖1 - β‖ + ‖β‖ * K) * ‖residual J b (x k)‖ := by gcongr

/-- If `‖J‖ ≤ K`, the undamped Anderson step `∑ c i F(x i)` with optimal coefficients has a
residual of norm at most `K` times that of any iterate `x k` in the history. -/
theorem anderson_step_bound {J : E →L[𝕜] E} {b : E} {K : ℝ} (hJ : ‖J‖ ≤ K)
    {s : Finset ι} {x : ι → E} {c : ι → 𝕜} (h : IsOptimal J b s x c) {k : ι} (hk : k ∈ s) :
    ‖residual J b (∑ i ∈ s, c i • scfMap J b (x i))‖ ≤ K * ‖residual J b (x k)‖ := by
  -- this is the damped step with `β = 1`
  have := damped_step_bound hJ (1 : 𝕜) h hk
  simpa only [one_smul, residual, add_sub_cancel, sub_self, norm_zero, norm_one, one_mul,
    zero_add] using this

/-- If `‖J‖ ≤ K` and every history contains the current iterate, then after `n` Anderson steps
with optimal coefficients the residual norm is at most `K ^ n` times the initial one. -/
theorem anderson_residual_decay {J : E →L[𝕜] E} {b : E} {K : ℝ} (hJ : ‖J‖ ≤ K)
    {x : ℕ → E} {s : ℕ → Finset ℕ} {c : ℕ → ℕ → 𝕜} (hs : ∀ n, n ∈ s n)
    (hc : ∀ n, IsOptimal J b (s n) x (c n))
    (hx : ∀ n, x (n + 1) = ∑ i ∈ s n, c n i • scfMap J b (x i)) (n : ℕ) :
    ‖residual J b (x n)‖ ≤ K ^ n * ‖residual J b (x 0)‖ := by
  have hK : 0 ≤ K := (norm_nonneg J).trans hJ
  induction n with
  | zero => simp
  | succ n ih =>
    rw [hx n]
    calc _ ≤ K * ‖residual J b (x n)‖ := anderson_step_bound hJ (hc n) (hs n)
      _ ≤ K * (K ^ n * ‖residual J b (x 0)‖) := by gcongr
      _ = K ^ (n + 1) * ‖residual J b (x 0)‖ := by ring

/-- If `‖J‖ ≤ K < 1`, every history contains the current iterate and all steps use optimal
coefficients, then the distance of the `n`-th Anderson iterate from a fixed point `z` of `F` is at
most `K ^ n / (1 - K)` times the initial residual norm. -/
theorem anderson_error_bound {J : E →L[𝕜] E} {b : E} {K : ℝ} (hJ : ‖J‖ ≤ K) (hK1 : K < 1)
    {x : ℕ → E} {s : ℕ → Finset ℕ} {c : ℕ → ℕ → 𝕜} (hs : ∀ n, n ∈ s n)
    (hc : ∀ n, IsOptimal J b (s n) x (c n))
    (hx : ∀ n, x (n + 1) = ∑ i ∈ s n, c n i • scfMap J b (x i))
    {z : E} (hz : scfMap J b z = z) (n : ℕ) :
    ‖x n - z‖ ≤ K ^ n / (1 - K) * ‖residual J b (x 0)‖ := by
  -- the error obeys `e = J e - r`
  have he : x n - z = J (x n - z) - residual J b (x n) := by
    simp only [scfMap] at hz
    simp only [residual, scfMap, map_sub]
    linear_combination (norm := module) hz
  have h1 : ‖x n - z‖ ≤ ‖J (x n - z)‖ + ‖residual J b (x n)‖ :=
    (congrArg norm he).le.trans (norm_sub_le _ _)
  have h2 := J.le_of_opNorm_le hJ (x n - z)
  have h3 := anderson_residual_decay hJ hs hc hx n
  rw [div_mul_eq_mul_div, le_div_iff₀ (by linarith)]
  linarith

/-- For `J = κ 1`, `b = 0` and the history `u + v`, `u` with `u` orthogonal to `v`, the weights
`0, 1` are optimal and the Anderson step multiplies the residual norm of `u` by exactly `‖κ‖`. -/
theorem anderson_step_sharp {H : Type*} [NormedAddCommGroup H] [InnerProductSpace 𝕜 H]
    (κ : 𝕜) (u v : H) (huv : ⟪u, v⟫_𝕜 = 0) :
    IsOptimal (κ • ContinuousLinearMap.id 𝕜 H) 0 Finset.univ ![u + v, u]
        (![0, 1] : Fin 2 → 𝕜) ∧
      ‖residual (κ • ContinuousLinearMap.id 𝕜 H) 0
          (∑ i, (![0, 1] : Fin 2 → 𝕜) i •
            scfMap (κ • ContinuousLinearMap.id 𝕜 H) 0 (![u + v, u] i))‖ =
        ‖κ‖ * ‖residual (κ • ContinuousLinearMap.id 𝕜 H) 0 u‖ := by
  have hr : ∀ y : H, residual (κ • ContinuousLinearMap.id 𝕜 H) 0 y = (κ - 1) • y := by
    intro y
    simp [residual, scfMap, sub_smul]
  refine ⟨⟨by simp [Fin.sum_univ_two], ?_⟩, ?_⟩
  · intro d hd
    simp only [hr]
    rw [Fin.sum_univ_two] at hd
    have d1 : d 1 = 1 - d 0 := by linear_combination hd
    have e1 : ∑ i, (![0, 1] : Fin 2 → 𝕜) i • (κ - 1) • (![u + v, u] : Fin 2 → H) i =
        (κ - 1) • u := by
      simp [Fin.sum_univ_two]
    have e2 : ∑ i, d i • (κ - 1) • (![u + v, u] : Fin 2 → H) i =
        (κ - 1) • (u + d 0 • v) := by
      rw [Fin.sum_univ_two]
      change d 0 • (κ - 1) • (u + v) + d 1 • (κ - 1) • u = _
      rw [d1]
      module
    -- an orthogonal admixture can only lengthen `u`
    have hp : ‖u‖ ≤ ‖u + d 0 • v‖ := by
      have h := norm_add_sq (𝕜 := 𝕜) u (d 0 • v)
      rw [inner_smul_right, huv, mul_zero, map_zero] at h
      nlinarith [norm_nonneg u, norm_nonneg (u + d 0 • v), sq_nonneg ‖d 0 • v‖]
    rw [e1, e2, norm_smul, norm_smul]
    gcongr
  · have e : ∑ i, (![0, 1] : Fin 2 → 𝕜) i •
        scfMap (κ • ContinuousLinearMap.id 𝕜 H) 0 ((![u + v, u] : Fin 2 → H) i) = κ • u := by
      simp [Fin.sum_univ_two, scfMap]
    rw [e, hr, hr, norm_smul, norm_smul, norm_smul]
    ring

end

end AndersonMixing
```

```lean
#print axioms AndersonMixing.anderson_step_bound
#print axioms AndersonMixing.anderson_error_bound
#print axioms AndersonMixing.anderson_step_sharp
```

```
'AndersonMixing.anderson_step_bound' depends on axioms: [propext, Classical.choice, Quot.sound]
'AndersonMixing.anderson_error_bound' depends on axioms: [propext, Classical.choice, Quot.sound]
'AndersonMixing.anderson_step_sharp' depends on axioms: [propext, Classical.choice, Quot.sound]
```

### From the algebra to the Lean proof

`residual_mixture` is the first identity. Its `simp only` call distributes $J$ and the scalars over the sums, and `hc` turns $\sum_i c_ib$ into $b$.

`residual_damped_step` has two parts. `key` computes $r(y+\beta r(y))$ for a single point $y$, and `hstep` rewrites the step as $y+\beta R$. The tactic `module` settles the vector-space algebra in both, and the last line joins them through `residual_mixture`.

`IsOptimal.norm_le` inserts the coefficients that are one at `k` and zero elsewhere into `minimal`. `damped_step_bound` then follows the estimate above line by line in a `calc` block: triangle inequality, norms of scalar multiples, the operator bound `J.le_of_opNorm_le`, and finally $\|R\|\le\|r(x_k)\|$. The last comparison needs a nonnegative prefactor, which is why `hK` first derives $0\le K$ from $0\le\|J\|\le K$. `anderson_step_bound` sets $\beta=1$ and simplifies $x_i+(F(x_i)-x_i)$ to $F(x_i)$.

`anderson_residual_decay` is the induction, with one use of the step bound per step. In `anderson_error_bound`, `he` is the identity $e=Je-r(x_n)$, obtained from the fixed-point equation by `linear_combination`. The inequalities `h1`, `h2` and `h3` are the triangle inequality, the bound on $Je$ and the residual decay; `linarith` combines them once the division by $1-K$ has been cleared.

In `anderson_step_sharp`, `hr` records $r(y)=(\kappa-1)y$. The equations `e1` and `e2` evaluate the combined residual for the weights $(0,1)$ and for arbitrary admissible weights, and `hp` is the Pythagoras argument. The final part computes the new iterate $\kappa u$ and compares the norms.
